# With conserved charge, the two soft-photon polarizations sum to −J·J

When a cross section for soft-photon emission is summed over photon polarizations, the two squared amplitudes are usually replaced by a single product, −J·J, and no polarization vectors need be constructed. Here J is the soft current

J = Σ_j Q_j p_j/(p_j·k),

with k the photon momentum, p_j the momenta of the charged legs and Q_j their signed charges: the charge of an outgoing particle, minus the charge of an incoming one. The replacement is valid when k is null and nonzero, every p_j·k is nonzero, and the signed charges sum to zero. Up to the coupling, the hard cross section and the photon phase space, it supplies the polarization-summed integrand for real soft emission in QED at leading (eikonal) order, for finitely many legs with prescribed momenta. The integral over k and the cancellation against virtual photons are not treated.

## Four-vectors, current and polarizations

```lean
import Mathlib

open Finset

namespace SoftPhotonPolarizationSum

noncomputable section
```

Four-vectors are functions `Fin 4 → ℝ`, with component 0 the energy. The product `mdot` fixes the signature (+,−,−,−), so spacelike vectors have negative squares.

```lean
/-- The Minkowski product of two four-vectors, with signature (+,-,-,-). -/
def mdot (x y : Fin 4 → ℝ) : ℝ :=
  x 0 * y 0 - x 1 * y 1 - x 2 * y 2 - x 3 * y 3
```

The legs are labelled by an arbitrary finite type `ι`. With the usual convention, Q_j is the charge of an outgoing particle and minus the charge of an incoming one, so Σ_j Q_j = 0 is charge conservation. The code takes any real Q_j and any real p_j: neither mass shells nor momentum conservation are imposed. The coupling constant and the hard amplitude are left out of J.

```lean
/-- The soft-photon current `J = ∑ Q_j p_j / (p_j·k)` of charged legs with momenta `p_j`
and signed charges `Q_j`. -/
def softCurrent {ι : Type*} [Fintype ι] (Q : ι → ℝ) (p : ι → Fin 4 → ℝ)
    (k : Fin 4 → ℝ) : Fin 4 → ℝ :=
  ∑ j, (Q j / mdot (p j) k) • p j
```

The polarizations e₁ and e₂ are real and satisfy

e_i·e_j = −δ_ij, e_i·k = 0.

```lean
/-- Two real linear polarization vectors for a photon of momentum `k`: spacelike unit vectors,
orthogonal to each other and to `k`. -/
structure IsPolarizationPair (k e₁ e₂ : Fin 4 → ℝ) : Prop where
  norm₁ : mdot e₁ e₁ = -1
  norm₂ : mdot e₂ e₂ = -1
  orth : mdot e₁ e₂ = 0
  trans₁ : mdot e₁ k = 0
  trans₂ : mdot e₂ k = 0
```

Complex vectors would be another choice, and would include circular polarization. The normalisation would then need a complex conjugate and the squares would become |J·e_i|²; for a real current with J·k = 0 the sum would keep the same value.

The product is symmetric and linear in each argument, which the next three lemmas record in the forms needed later.

```lean
/-- The Minkowski product is symmetric. -/
theorem mdot_comm (x y : Fin 4 → ℝ) : mdot x y = mdot y x := by
  unfold mdot
  ring

/-- The Minkowski product is linear in its first argument. -/
theorem mdot_add_smul_left (x y z : Fin 4 → ℝ) (c : ℝ) :
    mdot (x + c • y) z = mdot x z + c * mdot y z := by
  simp only [mdot, Pi.add_apply, Pi.smul_apply, smul_eq_mul]
  ring

/-- The Minkowski product is linear in its second argument. -/
theorem mdot_add_smul_right (x y z : Fin 4 → ℝ) (c : ℝ) :
    mdot x (y + c • z) = mdot x y + c * mdot x z := by
  simp only [mdot, Pi.add_apply, Pi.smul_apply, smul_eq_mul]
  ring
```

## No leg has p_j·k = 0

This condition keeps every eikonal denominator nonzero. It holds automatically for a massive physical particle and a real photon of nonzero energy; it fails for a massless charge collinear with the photon.

Contracting J with any vector e gives the eikonal sum

J·e = Σ_j Q_j (p_j·e)/(p_j·k).

```lean
/-- Contracting the current with a vector `e` gives the eikonal sum over the charged legs. -/
theorem softCurrent_dot {ι : Type*} [Fintype ι] (Q : ι → ℝ) (p : ι → Fin 4 → ℝ)
    (k e : Fin 4 → ℝ) :
    mdot (softCurrent Q p k) e = ∑ j, Q j / mdot (p j) k * mdot (p j) e := by
  have aux : ∀ f : ι → ℝ, mdot (∑ j, f j • p j) e = ∑ j, f j * mdot (p j) e := by
    intro f
    simp only [mdot, Finset.sum_apply, Pi.smul_apply, smul_eq_mul, mul_sub,
      Finset.sum_sub_distrib, Finset.sum_mul, mul_assoc]
  exact aux _
```

For e = k, numerator and denominator cancel leg by leg:

J·k = Σ_j Q_j.

This is where the condition enters, both by hand and in the proof, where `hp` justifies `div_mul_cancel₀`. Without it, Lean's convention that division by zero gives zero would remove the collinear leg from J, and J·k would miss that leg's charge.

A gauge shift e → e + ck changes the amplitude by

J·(e + ck) − J·e = c J·k = c Σ_j Q_j.

If the charges sum to zero, the change vanishes for all e and c. Conversely, invariance at e = 0, c = 1 already gives Σ_j Q_j = 0.

```lean
/-- The soft amplitude `J·e` is unchanged by every gauge shift `e → e + c k` if and only if
the signed charges sum to zero. -/
theorem gauge_invariant_iff_charge_conserved {ι : Type*} [Fintype ι] (Q : ι → ℝ)
    (p : ι → Fin 4 → ℝ) (k : Fin 4 → ℝ) (hp : ∀ j, mdot (p j) k ≠ 0) :
    (∀ (e : Fin 4 → ℝ) (c : ℝ),
      mdot (softCurrent Q p k) (e + c • k) = mdot (softCurrent Q p k) e) ↔
    ∑ j, Q j = 0 := by
  -- each propagator cancels against the contraction with `k`
  have hJ : mdot (softCurrent Q p k) k = ∑ j, Q j := by
    rw [softCurrent_dot]
    exact Finset.sum_congr rfl fun j _ => div_mul_cancel₀ (Q j) (hp j)
  constructor
  · intro h
    have h1 := h 0 1
    rw [mdot_add_smul_right, hJ] at h1
    linarith
  · intro h e c
    rw [mdot_add_smul_right, hJ, h]
    ring
```

The proof uses the same two steps: `h 0 1` is the special choice of e and c, and `mdot_add_smul_right` expands the shifted amplitude. This equivalence doesn't require k to be null.

## The photon is massless and has two transverse unit polarizations

The condition k·k = 0 says that the photon is real and massless, and k ≠ 0 says that there is a photon momentum at all. Together with the polarization conditions they determine every vector a with a·k = 0, up to a multiple of k, from its two polarization components. To see this, define

w = a + (a·e₁)e₁ + (a·e₂)e₂.

The plus signs come from e_i·e_i = −1. Then w·e₁ = a·e₁ − a·e₁ = 0, likewise w·e₂ = 0, and w·k = 0.

The vectors k, e₁, e₂ and w are all orthogonal to k; for k itself this is the null condition. Since k ≠ 0, the vectors orthogonal to k form a three-dimensional space, so these four are linearly dependent:

v₀k + v₁e₁ + v₂e₂ + v₃w = 0,

with coefficients not all zero. The product with e₁ gives −v₁ = 0, and that with e₂ gives −v₂ = 0. If v₃ were zero, v₀k = 0 would force v₀ = 0 as well, a contradiction. Hence w = ck with c = −v₀/v₃, and

a = ck − (a·e₁)e₁ − (a·e₂)e₂.

```lean
/-- A vector orthogonal to a nonzero null `k` is the sum of its two polarization components
and a multiple of `k`. -/
theorem transverse_decomposition {k e₁ e₂ : Fin 4 → ℝ} (hk : k ≠ 0) (hkk : mdot k k = 0)
    (h : IsPolarizationPair k e₁ e₂) (a : Fin 4 → ℝ) (ha : mdot a k = 0) :
    ∃ c : ℝ, a = c • k - mdot a e₁ • e₁ - mdot a e₂ • e₂ := by
  -- `w` is what remains of `a` without its polarization components
  obtain ⟨w, hw⟩ : ∃ w, w = a + mdot a e₁ • e₁ + mdot a e₂ • e₂ := ⟨_, rfl⟩
  have hw1 : mdot w e₁ = 0 := by
    rw [hw, mdot_add_smul_left, mdot_add_smul_left, h.norm₁, mdot_comm e₂ e₁, h.orth]
    ring
  have hw2 : mdot w e₂ = 0 := by
    rw [hw, mdot_add_smul_left, mdot_add_smul_left, h.norm₂, h.orth]
    ring
  have hwk : mdot w k = 0 := by
    rw [hw, mdot_add_smul_left, mdot_add_smul_left, h.trans₁, h.trans₂, ha]
    ring
  -- `k, e₁, e₂, w` are all orthogonal to `k`, hence linearly dependent
  have hdet : (Matrix.of ![k, e₁, e₂, w]).det = 0 := by
    apply Matrix.exists_mulVec_eq_zero_iff.mp
    have key : ∀ x : Fin 4 → ℝ, x ⬝ᵥ ![k 0, -k 1, -k 2, -k 3] = mdot x k := by
      intro x
      simp [mdot, dotProduct, Fin.sum_univ_four]
      ring
    refine ⟨![k 0, -k 1, -k 2, -k 3], ?_, ?_⟩
    · intro h0
      have k0 : k 0 = 0 := by simpa using congrFun h0 0
      have k1 : k 1 = 0 := by simpa using congrFun h0 1
      have k2 : k 2 = 0 := by simpa using congrFun h0 2
      have k3 : k 3 = 0 := by simpa using congrFun h0 3
      apply hk
      funext i
      fin_cases i
      exacts [k0, k1, k2, k3]
    · funext i
      fin_cases i
      exacts [(key k).trans hkk, (key e₁).trans h.trans₁, (key e₂).trans h.trans₂,
        (key w).trans hwk]
  obtain ⟨v, hv, hvM⟩ := Matrix.exists_vecMul_eq_zero_iff.mpr hdet
  have hcomb : v 0 • k + v 1 • e₁ + v 2 • e₂ + v 3 • w = 0 := by
    funext i
    have hi := congrFun hvM i
    simpa [Matrix.vecMul, dotProduct, Fin.sum_univ_four] using hi
  have hd : ∀ x, v 0 * mdot k x + v 1 * mdot e₁ x + v 2 * mdot e₂ x + v 3 * mdot w x = 0 := by
    intro x
    have hx := congrArg (fun y => mdot y x) hcomb
    simp only [mdot, Pi.add_apply, Pi.smul_apply, smul_eq_mul, Pi.zero_apply] at hx ⊢
    linear_combination hx
  -- pairing with the polarizations removes their coefficients
  have hv1 : v 1 = 0 := by
    have h1 := hd e₁
    rw [mdot_comm k e₁, h.trans₁, h.norm₁, mdot_comm e₂ e₁, h.orth, hw1] at h1
    linarith
  have hv2 : v 2 = 0 := by
    have h2 := hd e₂
    rw [mdot_comm k e₂, h.trans₂, h.norm₂, h.orth, hw2] at h2
    linarith
  have hv3 : v 3 ≠ 0 := by
    intro h3
    have h0 : v 0 • k = 0 := by simpa [hv1, hv2, h3] using hcomb
    have hv0 : v 0 = 0 := (smul_eq_zero.mp h0).resolve_right hk
    apply hv
    funext i
    fin_cases i
    exacts [hv0, hv1, hv2, h3]
  refine ⟨-(v 0 / v 3), ?_⟩
  funext i
  have hi := congrFun hcomb i
  have hwi := congrFun hw i
  simp only [hv1, hv2, Pi.add_apply, Pi.sub_apply, Pi.smul_apply, smul_eq_mul,
    Pi.zero_apply] at hi hwi ⊢
  have hwk' : w i = -(v 0 / v 3) * k i := by
    field_simp
    linarith
  linear_combination hwk' - hwi
```

In the proof, the four vectors are the rows of a matrix. It annihilates the nonzero column (k₀, −k₁, −k₂, −k₃), so its determinant vanishes (`hdet`), and a nonzero `v` with the dependence relation follows. The facts `hv1`, `hv2` and `hv3` are the three deductions about the coefficients.

Taking the product with a second transverse vector b removes the k term:

−a·b = (a·e₁)(b·e₁) + (a·e₂)(b·e₂).

For a ≠ b this also covers interference between two transverse currents.

```lean
/-- Completeness of the two polarizations: for vectors `a`, `b` orthogonal to `k`, the product
`-a·b` is the sum over polarizations of `(a·e)(b·e)`. -/
theorem polarization_completeness {k e₁ e₂ : Fin 4 → ℝ} (hk : k ≠ 0) (hkk : mdot k k = 0)
    (h : IsPolarizationPair k e₁ e₂) (a b : Fin 4 → ℝ) (ha : mdot a k = 0)
    (hb : mdot b k = 0) :
    -mdot a b = mdot a e₁ * mdot b e₁ + mdot a e₂ * mdot b e₂ := by
  obtain ⟨c, hc⟩ := transverse_decomposition hk hkk h a ha
  have hab : mdot a b = c * mdot k b - mdot a e₁ * mdot e₁ b - mdot a e₂ * mdot e₂ b := by
    have hx := congrArg (fun y => mdot y b) hc
    simp only [mdot, Pi.sub_apply, Pi.smul_apply, smul_eq_mul] at hx ⊢
    linear_combination hx
  rw [mdot_comm k b, hb, mdot_comm e₁ b, mdot_comm e₂ b] at hab
  linear_combination -hab
```

Each condition does work here:

- **Null k.** Take k = (1,0,0,0), charges 1 and −1, and momenta (1,0,0,0) and (5/4,0,0,3/4). Then J = (0,0,0,−3/5) and −J·J = 9/25, but polarizations along the first and second spatial axes give zero. The missing part is the longitudinal polarization of a massive vector particle.
- **Nonzero k.** For k = 0 every vector is transverse, and a = b = (1,0,0,0) gives −1 on the left and 0 on the right with the same polarizations. In the sum for J, a single leg with p_j·k ≠ 0 already excludes k = 0; with no legs, J = 0.
- **Polarization conditions.** Doubling e₁ multiplies its contribution by four. A unit vector that is not transverse can miss part of the current, as the numerical example below shows.

## The signed charges sum to zero

Charge conservation makes the current itself transverse, J·k = 0. Setting a = b = J in the completeness relation gives

−J·J = (J·e₁)² + (J·e₂)².

```lean
/-- Soft-photon polarization sum: when the signed charges sum to zero, the squared amplitudes
for the two polarizations add up to `-J·J`. -/
theorem soft_polarization_sum {ι : Type*} [Fintype ι] (Q : ι → ℝ) (p : ι → Fin 4 → ℝ)
    {k e₁ e₂ : Fin 4 → ℝ} (hk : k ≠ 0) (hkk : mdot k k = 0)
    (hp : ∀ j, mdot (p j) k ≠ 0) (h : IsPolarizationPair k e₁ e₂) (hQ : ∑ j, Q j = 0) :
    -mdot (softCurrent Q p k) (softCurrent Q p k) =
      mdot (softCurrent Q p k) e₁ ^ 2 + mdot (softCurrent Q p k) e₂ ^ 2 := by
  -- gauge invariance makes the current transverse
  have hJ : mdot (softCurrent Q p k) k = 0 := by
    have h1 := (gauge_invariant_iff_charge_conserved Q p k hp).mpr hQ 0 1
    rw [mdot_add_smul_right] at h1
    linarith
  rw [polarization_completeness hk hkk h _ _ hJ hJ]
  ring
```

The proof obtains J·k = 0 from the gauge criterion and then applies `polarization_completeness`.

Without charge conservation the identity can fail with one leg. For Q = 1, p = (1,0,0,0) and k = (1,0,0,1), the current is J = (1,0,0,0). Then −J·J = −1, which no sum of real squares can equal.

There is also a converse. Fix one polarization pair and replace e₁ by e₁ + ck. Because k is null and orthogonal to both polarizations, this is again a polarization pair. If the sum equals −J·J for every c, then

−J·J = (J·e₁ + c J·k)² + (J·e₂)²

holds at c = 0, 1 and −1. Adding the last two equations and subtracting twice the first gives

2(J·k)² = 0,

so the total charge vanishes.

```lean
/-- The polarization sum equals `-J·J` for all gauge-shifted pairs `e₁ + c k`, `e₂` if and only
if the signed charges sum to zero. -/
theorem polarization_sum_iff_charge_conserved {ι : Type*} [Fintype ι] (Q : ι → ℝ)
    (p : ι → Fin 4 → ℝ) {k e₁ e₂ : Fin 4 → ℝ} (hk : k ≠ 0) (hkk : mdot k k = 0)
    (hp : ∀ j, mdot (p j) k ≠ 0) (h : IsPolarizationPair k e₁ e₂) :
    (∀ c : ℝ, -mdot (softCurrent Q p k) (softCurrent Q p k) =
      mdot (softCurrent Q p k) (e₁ + c • k) ^ 2 + mdot (softCurrent Q p k) e₂ ^ 2) ↔
    ∑ j, Q j = 0 := by
  constructor
  · intro hs
    have h0 := hs 0
    have h1 := hs 1
    have h2 := hs (-1)
    rw [mdot_add_smul_right] at h0 h1 h2
    -- the second difference in `c` isolates the square of `J·k`
    have hsq : mdot (softCurrent Q p k) k ^ 2 = 0 := by
      linear_combination h0 - (1 / 2) * h1 - (1 / 2) * h2
    have hJ : mdot (softCurrent Q p k) k = 0 := by
      simpa using hsq
    apply (gauge_invariant_iff_charge_conserved Q p k hp).mp
    intro e c
    rw [mdot_add_smul_right, hJ]
    ring
  · intro hQ c
    rw [(gauge_invariant_iff_charge_conserved Q p k hp).mpr hQ e₁ c]
    exact soft_polarization_sum Q p hk hkk hp h hQ
```

The `linear_combination` for `hsq` is this second difference, up to a constant factor. Agreement at a single c would not suffice: one leg with Q = 1, p = (1,0,0,−1) and k = (1,0,0,1) gives zero on both sides at c = 0 for polarizations along the first and second axes, although charge is not conserved.

## A unit charge brought to rest

All the conditions are met by a photon along the third axis and a particle of unit mass and unit charge that moves along the first axis before the scattering and is at rest afterwards. The photon energy is set to 1 only to keep the numbers simple, and is not small here. Replacing k by ωk with a small ω > 0 makes the photon soft and divides J by ω, so both sides of the identity are divided by ω².

```lean
/-- A photon momentum along the third axis. -/
def kEx : Fin 4 → ℝ := ![1, 0, 0, 1]

/-- Two momenta of unit mass, one at rest and one moving along the first axis. -/
def pEx : Fin 2 → Fin 4 → ℝ := ![![1, 0, 0, 0], ![5 / 4, 3 / 4, 0, 0]]

/-- Signed charges `1` and `-1` for the two legs. -/
def qEx : Fin 2 → ℝ := ![1, -1]
```

The denominators are p₀·k = 1 and p₁·k = 5/4, so

J = (1,0,0,0) − (4/5)(5/4,3/4,0,0) = (0,−3/5,0,0).

With e₁ and e₂ along the first and second axes, J·e₁ = 3/5 and J·e₂ = 0. The squares add up to 9/25 = −J·J. If e₁ pointed along the third axis instead, it would have e₁·k = −1, and the sum would be zero.

```lean
/-- The example momenta, charges and transverse unit vectors satisfy all the conditions of the
polarization sum, with `J·J = -9/25`. -/
theorem soft_polarization_sum_witness :
    kEx ≠ 0 ∧ mdot kEx kEx = 0 ∧ (∀ j, mdot (pEx j) kEx ≠ 0) ∧
    IsPolarizationPair kEx ![0, 1, 0, 0] ![0, 0, 1, 0] ∧ ∑ j, qEx j = 0 ∧
    mdot (softCurrent qEx pEx kEx) (softCurrent qEx pEx kEx) = -9 / 25 := by
  have hp0 : mdot (pEx 0) kEx = 1 := by simp [mdot, pEx, kEx]
  have hp1 : mdot (pEx 1) kEx = 5 / 4 := by simp [mdot, pEx, kEx]
  refine ⟨?_, ?_, ?_, ?_, ?_, ?_⟩
  · intro h
    have h0 := congrFun h 0
    simp [kEx] at h0
  · simp [mdot, kEx]
  · exact Fin.forall_fin_two.mpr ⟨by rw [hp0]; norm_num, by rw [hp1]; norm_num⟩
  · constructor <;> simp [mdot, kEx]
  · simp [qEx, Fin.sum_univ_two]
  · simp only [softCurrent, Fin.sum_univ_two, hp0, hp1]
    simp only [mdot, Pi.add_apply, Pi.smul_apply, smul_eq_mul]
    simp [qEx, pEx]
    norm_num

end

end SoftPhotonPolarizationSum
```

The theorem checks the conditions one by one and evaluates J·J = −9/25 from the components.

```lean
#print axioms SoftPhotonPolarizationSum.soft_polarization_sum
#print axioms SoftPhotonPolarizationSum.polarization_sum_iff_charge_conserved
```

```
'SoftPhotonPolarizationSum.soft_polarization_sum' depends on axioms: [propext, Classical.choice, Quot.sound]
'SoftPhotonPolarizationSum.polarization_sum_iff_charge_conserved' depends on axioms: [propext, Classical.choice, Quot.sound]
```
